# For n ≥ 3 spins-1/2 on a ring, H = Σ Sₓ·Sₓ₊₁ has no energy below −n/2

Before a Chebyshev expansion of a spectral function or a time evolution, a code usually rescales the Hamiltonian so that its spectrum lies in \([-1,1]\). This takes an interval that contains every eigenvalue; its ends may be estimated numerically, with a margin, or bounded by proof. For the isotropic nearest-neighbour spin-1/2 ring, the lower end can be had without diagonalising anything.

## A spectral interval for rescaling

Let \(\mathbf S_x\) be the spin-1/2 operator on site \(x\), with \(\hbar=1\), and let

\[
H=\sum_{x}\mathbf S_x\cdot\mathbf S_{x+1},\qquad x\in\{0,\dots,n-1\},
\]

with site labels taken modulo \(n\). Energies are in units of an antiferromagnetic coupling \(J>0\). For \(n\ge 3\),

\[
H+\tfrac n2\ \ge\ 0 ,
\]

where \(\ge 0\) means positive semidefinite. Each bond is also at most \(1/4\), so summing over the ring gives \(H\le n/4\). The rescaled operator \((H+n/8)/(3n/8)\) then has its spectrum in \([-1,1]\).

The lower bound also serves as a check on exact diagonalisation of such a ring: an energy below \(-n/2\) is wrong, though one above it may be wrong too. A code that uses Pauli matrices in place of spin matrices has energies four times larger, and the bound must be scaled to match.

## Exchange operators and three-site blocks

Write a state as amplitudes \(\psi(\sigma)\) over up/down configurations \(\sigma\), and let \(P_{xy}\) exchange the spins at distinct sites \(x\) and \(y\). In \(\mathbf S_x\cdot\mathbf S_y\) the subscripts are sites, not axes. Of its three terms, the product of the two spins' components along the first axis and the product along the second each flip both spins. For parallel spins their matrix elements are \(1/4\) and \(-1/4\), which cancel; for antiparallel spins both are \(1/4\), which add to \(1/2\). The product along the third axis, that of up and down, gives \(1/4\) for parallel and \(-1/4\) for antiparallel spins. Both cases are contained in Dirac's identity

\[
\mathbf S_x\cdot\mathbf S_y=\tfrac12P_{xy}-\tfrac14 .
\]

If \(M\) is Hermitian and \(M^2=cM\) with \(c>0\), then \(\langle v,Mv\rangle=c^{-1}\|Mv\|^2\ge0\) for every \(v\). This criterion is used twice, for distinct sites \(x,y,z\).

First, let \(A=\tfrac14-\mathbf S_x\cdot\mathbf S_z=\tfrac12(1-P_{xz})\). Since \(P_{xz}^2=1\), we have \(A^2=\tfrac14(2-2P_{xz})=A\), so \(A\ge0\).

Second, let

\[
T=\mathbf S_x\cdot\mathbf S_y+\mathbf S_y\cdot\mathbf S_z+\mathbf S_x\cdot\mathbf S_z+\tfrac34=\tfrac12K,\qquad K=P_{xy}+P_{yz}+P_{xz}.
\]

The three squares in \(K^2\) give 3. The six mixed products give each of the two cyclic permutations \(C\) and \(C^{-1}\) three times, so \(K^2=3(1+C+C^{-1})\). In every configuration two of the three spins agree. Exchanging them changes nothing, yet it reverses the sign of the antisymmetriser \(1+C+C^{-1}-K\), which therefore vanishes. Hence \(K^2=3K\), \(T^2=\tfrac32T\) and \(T\ge0\).

Adding the two inequalities gives the block bound

\[
\mathbf S_x\cdot\mathbf S_y+\mathbf S_y\cdot\mathbf S_z+1=T+A\ge0 .
\]

On the ring, take the block \(x,x+1,x+2\) for each \(x\). The blocks cover every bond twice, so

\[
H+\tfrac n2=\tfrac12\sum_x\left(\mathbf S_x\cdot\mathbf S_{x+1}+\mathbf S_{x+1}\cdot\mathbf S_{x+2}+1\right)\ge0 .
\]

If \(H\psi=E\psi\) with \(\psi\ne0\), then \(0\le\langle\psi,(H+\tfrac n2)\psi\rangle=(E+\tfrac n2)\|\psi\|^2\), and therefore \(E\ge-n/2\).

## The four-site ring reaches −2

For \(n=4\), Dirac's identity gives \(H=\tfrac12\sum_xP_{x,x+1}-1\). Give amplitude 2 to ↑↓↑↓ and ↓↑↓↑, amplitude −1 to the four configurations with two neighbouring up spins and two down spins, and 0 to the rest. The normalised amplitudes are \(1/\sqrt3\) and \(-1/(2\sqrt3)\).

- At ↑↓↑↓, all four exchanges lead to amplitude −1, so \((H\psi)(\sigma)=\tfrac12(-4)-2=-4=-2\cdot2\).
- At ↑↑↓↓, the exchanges lead to −1, 2, −1 and 2, so \((H\psi)(\sigma)=\tfrac12\cdot2+1=2=-2\cdot(-1)\).

The other configurations of these two kinds follow by rotating the ring. The remaining ones do not have two up spins, and exchanges preserve that number, so both sides vanish. The energy is \(-2=-n/2\).

## Lean source for the bound and the four-site state

```lean
import Mathlib

open Matrix
open scoped ComplexOrder

namespace AndersonClusterBound

noncomputable section

/-- The spin-1/2 matrix of the x component; `true` is spin up. -/
def sX : Matrix Bool Bool ℂ := fun a b => if a = b then 0 else 1 / 2

/-- The spin-1/2 matrix of the y component. -/
def sY : Matrix Bool Bool ℂ := fun a b =>
  if a = b then 0 else if a = true then -Complex.I / 2 else Complex.I / 2

/-- The spin-1/2 matrix of the z component. -/
def sZ : Matrix Bool Bool ℂ := fun a b =>
  if a = b then (if a = true then 1 / 2 else -1 / 2) else 0

variable {V : Type*} [Fintype V] [DecidableEq V]

/-- The single-spin matrix `s` acting on site `x` of the many-spin system. -/
def siteOp (s : Matrix Bool Bool ℂ) (x : V) : Matrix (V → Bool) (V → Bool) ℂ :=
  fun σ τ => ∑ b, if τ = Function.update σ x b then s (σ x) b else 0

/-- The Heisenberg bond operator `S_x · S_y`. -/
def bond (x y : V) : Matrix (V → Bool) (V → Bool) ℂ :=
  siteOp sX x * siteOp sX y + siteOp sY x * siteOp sY y + siteOp sZ x * siteOp sZ y

/-- The Heisenberg Hamiltonian `∑ S_x · S_(x+1)` on a ring of `n` sites. -/
def heisenbergRing (n : ℕ) [NeZero n] : Matrix (ZMod n → Bool) (ZMod n → Bool) ℂ :=
  ∑ x : ZMod n, bond x (x + 1)

/-- The action of a single-site operator on amplitudes: at `σ`, sum over the values `b` of the spin
at `x`, with weight `s (σ x) b`. -/
theorem siteOp_mulVec (s : Matrix Bool Bool ℂ) (x : V) (ψ : (V → Bool) → ℂ) (σ : V → Bool) :
    (siteOp s x *ᵥ ψ) σ = ∑ b, s (σ x) b * ψ (Function.update σ x b) := by
  simp only [mulVec, dotProduct, siteOp, Finset.sum_mul]
  rw [Finset.sum_comm]
  refine Finset.sum_congr rfl fun b _ => ?_
  simp [ite_mul]

/-- Dirac's exchange identity: on two distinct sites, `S_x · S_y` is half the exchange of the
two spins minus one quarter. -/
theorem bond_mulVec {x y : V} (hxy : x ≠ y) (ψ : (V → Bool) → ℂ) (σ : V → Bool) :
    (bond x y *ᵥ ψ) σ = 1 / 2 * ψ (σ ∘ Equiv.swap x y) - 1 / 4 * ψ σ := by
  have h1 : σ ∘ Equiv.swap x y = Function.update (Function.update σ x (σ y)) y (σ x) := by
    funext w
    by_cases hx : w = x
    · subst hx
      simp [hxy]
    · by_cases hy : w = y
      · subst hy
        simp
      · simp [Equiv.swap_apply_of_ne_of_ne hx hy, hx, hy]
  have h2 : ψ σ = ψ (Function.update (Function.update σ x (σ x)) y (σ y)) := by simp
  rw [h1, h2]
  simp only [bond, add_mulVec, ← mulVec_mulVec, Pi.add_apply, siteOp_mulVec,
    Fintype.sum_bool, Function.update_of_ne hxy.symm]
  -- the four orientations of the two spins
  generalize σ x = a
  generalize σ y = b
  cases a <;> cases b <;> simp only [sX, sY, sZ, reduceCtorEq, ↓reduceIte] <;> ring_nf <;>
    simp only [Complex.I_sq] <;> ring

/-- The bond operator between distinct sites is Hermitian. -/
theorem bond_isHermitian {x y : V} (hxy : x ≠ y) : (bond x y).IsHermitian := by
  have entry : ∀ σ τ : V → Bool, bond x y σ τ =
      1 / 2 * (if σ ∘ Equiv.swap x y = τ then 1 else 0) - 1 / 4 * (if σ = τ then 1 else 0) := by
    intro σ τ
    have h := bond_mulVec hxy (Pi.single τ 1) σ
    simpa only [mulVec, dotProduct, Pi.single_apply, mul_ite, mul_one, mul_zero,
      Finset.sum_ite_eq', Finset.mem_univ, if_true] using h
  refine Matrix.IsHermitian.ext fun σ τ => ?_
  have hs : τ ∘ Equiv.swap x y = σ ↔ σ ∘ Equiv.swap x y = τ := by
    constructor <;> rintro rfl <;> funext w <;> simp
  rw [entry τ σ, entry σ τ]
  simp only [hs, eq_comm (a := τ) (b := σ)]
  split_ifs <;> simp

/-- A Hermitian matrix with `M² = c M` and `c > 0` is positive semidefinite. -/
theorem posSemidef_of_sq {m : Type*} [Fintype m] {M : Matrix m m ℂ} {c : ℝ} (hc : 0 < c)
    (hM : M.IsHermitian) (h : ∀ v, M *ᵥ (M *ᵥ v) = (c : ℂ) • (M *ᵥ v)) : M.PosSemidef := by
  refine Matrix.PosSemidef.of_dotProduct_mulVec_nonneg hM fun v => ?_
  have e : star (M *ᵥ v) ⬝ᵥ (M *ᵥ v) = (c : ℂ) * (star v ⬝ᵥ (M *ᵥ v)) := by
    rw [Matrix.star_mulVec, hM.eq, ← Matrix.dotProduct_mulVec, h, dotProduct_smul, smul_eq_mul]
  have hn := dotProduct_star_self_nonneg (M *ᵥ v)
  rw [e] at hn
  have h2 := mul_nonneg (Complex.zero_le_real.2 (inv_pos.2 hc).le) hn
  rwa [← mul_assoc, ← Complex.ofReal_mul, inv_mul_cancel₀ hc.ne', Complex.ofReal_one,
    one_mul] at h2

/-- Two spins-1/2 satisfy `S_x · S_y ≤ 1/4`. -/
theorem bond_upper {x y : V} (hxy : x ≠ y) : ((1 / 4 : ℂ) • 1 - bond x y).PosSemidef := by
  have h1 : ((1 / 4 : ℂ) • (1 : Matrix (V → Bool) (V → Bool) ℂ)).IsHermitian := by
    simp [Matrix.IsHermitian, Matrix.conjTranspose_smul]
  refine posSemidef_of_sq one_pos (h1.sub (bond_isHermitian hxy)) fun v => ?_
  funext σ
  have hs : (σ ∘ Equiv.swap x y) ∘ Equiv.swap x y = σ := by funext w; simp
  simp only [sub_mulVec, smul_mulVec, one_mulVec, Pi.sub_apply, Pi.smul_apply, smul_eq_mul,
    bond_mulVec hxy, hs, Complex.ofReal_one]
  ring

/-- The configuration `σ` with the spins at `x`, `y`, `z` set to `a`, `b`, `c`. -/
def place (σ : V → Bool) (x y z : V) (a b c : Bool) : V → Bool :=
  fun w => if w = x then a else if w = y then b else if w = z then c else σ w

/-- On three distinct sites, the sum of the three bond operators is at least `-3/4`. -/
theorem triangle_lower {x y z : V} (hxy : x ≠ y) (hyz : y ≠ z) (hxz : x ≠ z) :
    (bond x y + bond y z + bond x z + (3 / 4 : ℂ) • 1).PosSemidef := by
  have h0 : ((3 / 4 : ℂ) • (1 : Matrix (V → Bool) (V → Bool) ℂ)).IsHermitian := by
    simp [Matrix.IsHermitian, Matrix.conjTranspose_smul]
  refine posSemidef_of_sq (c := 3 / 2) (by norm_num) ((((bond_isHermitian hxy).add
    (bond_isHermitian hyz)).add (bond_isHermitian hxz)).add h0) fun v => ?_
  funext σ
  have hyx := hxy.symm
  have hzy := hyz.symm
  have hzx := hxz.symm
  -- exchanges permute the three spins
  have h1 : ∀ a b c, place σ x y z a b c ∘ Equiv.swap x y = place σ x y z b a c := by
    intro a b c; funext w
    by_cases e1 : w = x <;> by_cases e2 : w = y <;> by_cases e3 : w = z <;>
      simp_all [place, Equiv.swap_apply_def]
  have h2 : ∀ a b c, place σ x y z a b c ∘ Equiv.swap y z = place σ x y z a c b := by
    intro a b c; funext w
    by_cases e1 : w = x <;> by_cases e2 : w = y <;> by_cases e3 : w = z <;>
      simp_all [place, Equiv.swap_apply_def]
  have h3 : ∀ a b c, place σ x y z a b c ∘ Equiv.swap x z = place σ x y z c b a := by
    intro a b c; funext w
    by_cases e1 : w = x <;> by_cases e2 : w = y <;> by_cases e3 : w = z <;>
      simp_all [place, Equiv.swap_apply_def]
  have hσ : place σ x y z (σ x) (σ y) (σ z) = σ := by
    funext w
    by_cases e1 : w = x <;> by_cases e2 : w = y <;> by_cases e3 : w = z <;> simp_all [place]
  rw [← hσ]
  generalize σ x = a
  generalize σ y = b
  generalize σ z = c
  simp only [add_mulVec, smul_mulVec, one_mulVec, Pi.add_apply, Pi.smul_apply, smul_eq_mul,
    bond_mulVec hxy, bond_mulVec hyz, bond_mulVec hxz, h1, h2, h3]
  push_cast
  -- two of the three spins always agree
  cases a <;> cases b <;> cases c <;> ring

/-- The three-site block satisfies `S_x · S_y + S_y · S_z ≥ -1`. -/
theorem block_lower {x y z : V} (hxy : x ≠ y) (hyz : y ≠ z) (hxz : x ≠ z) :
    (bond x y + bond y z + 1).PosSemidef := by
  have e : bond x y + bond y z + 1 = (bond x y + bond y z + bond x z + (3 / 4 : ℂ) • 1)
      + ((1 / 4 : ℂ) • 1 - bond x z) := by module
  rw [e]
  exact (triangle_lower hxy hyz hxz).add (bond_upper hxz)

/-- Anderson's cluster bound: on a ring of `n ≥ 3` spins-1/2, `H + n/2` is positive
semidefinite. -/
theorem anderson_bound (n : ℕ) [NeZero n] (hn : 3 ≤ n) :
    (heisenbergRing n + ((n : ℂ) / 2) • 1).PosSemidef := by
  have ne1 : (1 : ZMod n) ≠ 0 := by
    intro h
    have := Nat.le_of_dvd one_pos ((CharP.cast_eq_zero_iff (ZMod n) n 1).1 (by simpa using h))
    omega
  have ne2 : (1 + 1 : ZMod n) ≠ 0 := by
    intro h
    have := Nat.le_of_dvd two_pos
      ((CharP.cast_eq_zero_iff (ZMod n) n 2).1 (by rw [← h]; norm_num))
    omega
  have shift : ∑ x : ZMod n, bond (x + 1) (x + 1 + 1) = ∑ x : ZMod n, bond x (x + 1) :=
    Equiv.sum_comp (Equiv.addRight (1 : ZMod n)) (fun x => bond x (x + 1))
  -- the blocks cover every bond twice
  have e : heisenbergRing n + ((n : ℂ) / 2) • 1 =
      (1 / 2 : ℂ) • ∑ x : ZMod n, (bond x (x + 1) + bond (x + 1) (x + 1 + 1) + 1) := by
    rw [Finset.sum_add_distrib, Finset.sum_add_distrib, shift, Finset.sum_const,
      Finset.card_univ, ZMod.card, ← Nat.cast_smul_eq_nsmul ℂ, heisenbergRing]
    module
  rw [e]
  refine Matrix.PosSemidef.smul ?_ (by rw [Complex.nonneg_iff]; norm_num)
  refine Finset.sum_induction _ _ (fun _ _ ha hb => ha.add hb) Matrix.PosSemidef.zero
    fun x _ => block_lower ?_ ?_ ?_
  · exact fun h => ne1 (left_eq_add.1 h)
  · exact fun h => ne1 (left_eq_add.1 h)
  · exact fun h => ne2 (left_eq_add.1 (h.trans (add_assoc x 1 1)))

/-- Every energy eigenvalue of the ring with `n ≥ 3` sites is at least `-n/2`. -/
theorem energy_lower (n : ℕ) [NeZero n] (hn : 3 ≤ n) {E : ℝ} {ψ : (ZMod n → Bool) → ℂ}
    (hψ : ψ ≠ 0) (hE : heisenbergRing n *ᵥ ψ = (E : ℂ) • ψ) : -(n : ℝ) / 2 ≤ E := by
  have h := (anderson_bound n hn).dotProduct_mulVec_nonneg ψ
  have e : (E : ℂ) + (n : ℂ) / 2 = ((E + n / 2 : ℝ) : ℂ) := by simp
  rw [add_mulVec, hE, smul_mulVec, one_mulVec, ← add_smul, dotProduct_smul, smul_eq_mul, e] at h
  have hne : star ψ ⬝ᵥ ψ ≠ 0 := fun h0 => hψ (dotProduct_star_self_eq_zero.1 h0)
  obtain ⟨hr, hi⟩ := Complex.nonneg_iff.1 (dotProduct_star_self_nonneg ψ)
  have hpos := lt_of_le_of_ne hr (fun h0 => hne (Complex.ext h0.symm hi.symm))
  have h1 := (Complex.nonneg_iff.1 h).1
  rw [Complex.re_ofReal_mul] at h1
  by_contra hlt
  have h2 := mul_neg_of_neg_of_pos (show E + (n : ℝ) / 2 < 0 by linarith) hpos
  linarith

/-- Amplitudes on the four-site ring: 2 on the two alternating configurations, -1 on the four
with two neighbouring up spins and two down spins, 0 otherwise. -/
def plaquetteAmp (σ : ZMod 4 → Bool) : ℤ :=
  if σ 0 = σ 2 then (if σ 1 = σ 3 ∧ σ 0 ≠ σ 1 then 2 else 0)
  else if σ 1 = σ 3 then 0 else -1

/-- The (unnormalised) four-site state with amplitudes `plaquetteAmp`. -/
def plaquetteState : (ZMod 4 → Bool) → ℂ := fun σ => (plaquetteAmp σ : ℂ)

/-- The plaquette state is nonzero and is an eigenvector of the four-site ring Hamiltonian with
energy `-2`. -/
theorem anderson_bound_sharp :
    plaquetteState ≠ 0 ∧ heisenbergRing 4 *ᵥ plaquetteState = (-2 : ℂ) • plaquetteState := by
  constructor
  · intro h
    have h1 : ((plaquetteAmp (fun x => decide (x = 0 ∨ x = 2)) : ℤ) : ℂ) = 0 := congrFun h _
    have hv : plaquetteAmp (fun x => decide (x = 0 ∨ x = 2)) = 2 := by decide
    rw [hv] at h1
    norm_num at h1
  · -- the four exchanges, checked on all sixteen configurations
    have key : ∀ σ : ZMod 4 → Bool,
        plaquetteAmp (σ ∘ Equiv.swap 0 (0 + 1)) + plaquetteAmp (σ ∘ Equiv.swap 1 (1 + 1))
          + plaquetteAmp (σ ∘ Equiv.swap 2 (2 + 1)) + plaquetteAmp (σ ∘ Equiv.swap 3 (3 + 1))
          = -2 * plaquetteAmp σ := by decide +kernel
    have hs : heisenbergRing 4 = bond (0 : ZMod 4) (0 + 1) + bond (1 : ZMod 4) (1 + 1)
        + bond (2 : ZMod 4) (2 + 1) + bond (3 : ZMod 4) (3 + 1) :=
      Fin.sum_univ_four (fun x : ZMod 4 => bond x (x + 1))
    funext σ
    rw [hs]
    simp only [add_mulVec, Pi.add_apply, Pi.smul_apply, smul_eq_mul, plaquetteState,
      bond_mulVec (show (0 : ZMod 4) ≠ 0 + 1 by decide),
      bond_mulVec (show (1 : ZMod 4) ≠ 1 + 1 by decide),
      bond_mulVec (show (2 : ZMod 4) ≠ 2 + 1 by decide),
      bond_mulVec (show (3 : ZMod 4) ≠ 3 + 1 by decide)]
    have k := congrArg (Int.cast : ℤ → ℂ) (key σ)
    simp only [Int.cast_add, Int.cast_mul, Int.cast_neg, Int.cast_ofNat] at k
    linear_combination (1 / 2 : ℂ) * k

end

end AndersonClusterBound
```

```lean
#print axioms AndersonClusterBound.energy_lower
-- 'AndersonClusterBound.energy_lower' depends on axioms: [propext, Classical.choice, Quot.sound]
#print axioms AndersonClusterBound.anderson_bound_sharp
-- 'AndersonClusterBound.anderson_bound_sharp' depends on axioms: [propext, Classical.choice, Quot.sound]
```

## Spin matrices, ring size and coupling in the statement

A configuration is a function `V → Bool`, with `true` for spin up. `siteOp s x` is the matrix that acts with the 2×2 matrix `s` on site `x` and leaves the other spins alone. `bond x y` is built from the three spin matrices, and `heisenbergRing n` sums the bonds over `ZMod n`, which closes the ring.

`anderson_bound` says that `heisenbergRing n + ((n : ℂ) / 2) • 1` is `PosSemidef`: it is Hermitian and has no negative expectation value. `energy_lower` turns this into a bound on each eigenvalue `E` with a nonzero eigenvector. `anderson_bound_sharp` supplies the four-site eigenvector, unnormalised; together with `energy_lower` it identifies −2 as the ground-state energy there.

The hypothesis `3 ≤ n` keeps the three sites of a block distinct. At \(n=2\) the sum counts the single bond twice and the singlet has energy \(-3/2\), below \(-n/2=-1\).

Anderson's cluster argument also applies to other lattices and larger spins; the theorems treat the uniform spin-1/2 ring with three-site blocks. They cover no field, anisotropy or varying couplings, and they give the exact ground-state energy only for \(n=4\). At \(n=3\) the bound is loose: the ring is a single triangle, with lowest energy \(-3/4\) rather than \(-3/2\).

The Hamiltonian could have been defined directly by exchanges, as \(\tfrac12\sum_xP_{x,x+1}-\tfrac n4\), a form that suits a bit-string code. The bound would be the same and the proof shorter, but Dirac's identity would then be built into the definition, and the link to the spin matrices would be left to the reader.

## How the Lean proof follows the exchanges

`siteOp_mulVec` gives the action of one spin matrix on amplitudes. `bond_mulVec` proves Dirac's identity by writing the exchange as two single-site updates and checking the four orientations of two spins. `bond_isHermitian` reads off the matrix entries and uses the fact that an exchange is its own inverse.

`posSemidef_of_sq` is the criterion \(M^2=cM\). `bond_upper` applies it to \(A\) with \(c=1\), and `triangle_lower` applies it to \(T\) with \(c=3/2\). For the latter, `place` sets three chosen spins, `h1`, `h2` and `h3` describe how exchanges permute them, and the final `cases` runs through the eight orientations. This replaces the antisymmetriser argument: in each case two spins agree, and `ring` closes the identity.

`block_lower` adds the two inequalities. In `anderson_bound`, `ne1` and `ne2` establish that the block sites are distinct, `shift` relabels the second bond of each block, and `e` records the double counting. `energy_lower` takes the expectation value in the eigenvector.

For the four-site state, `decide +kernel` checks the sum of the four exchanged integer amplitudes on all sixteen configurations, and `linear_combination` converts that identity into the eigenvalue equation.
